# The sum of the negative hopping eigenvalues is the minimum one-body energy over fermionic density matrices

To find a ground state of non-interacting fermions on a cluster, with the chemical potential absorbed into the hopping matrix, one diagonalises that matrix, fills every orbital of negative energy and leaves the positive ones empty. The result below shows that no one-body density matrix, with fractional occupations or coherences between orbitals, gives a lower energy. The particle number is left free.

Let $h$ be a Hermitian matrix over a finite set `n` labelling orthonormal one-particle states. If spin is included, `n` labels spin-orbitals.

In Lean 4 with Mathlib:

```lean
import Mathlib

open Matrix
open scoped ComplexOrder

namespace OneBodyDensityBound

noncomputable section

variable {n : Type*} [Fintype n] [DecidableEq n] {h g : Matrix n n ℂ}
```

Let $c_i^\dagger$ create and $c_i$ annihilate a fermion in state $i$. For $H=\sum_{ij}h_{ij}c_i^\dagger c_j$, the density matrix is $g_{ji}=\langle c_i^\dagger c_j\rangle$, and $\langle H\rangle=\operatorname{tr}(hg)$. The Pauli principle enters as the condition $0\le g\le 1$: neither particles nor holes can have negative occupation in any orbital. Here this condition is the definition of an admissible $g$; it is not derived from a many-body state.

```lean
/-- A one-body density matrix of fermions: both `g` and `1 - g` are positive semidefinite. -/
structure IsOneBodyDensity (g : Matrix n n ℂ) : Prop where
  nonneg : g.PosSemidef
  le_one : (1 - g).PosSemidef
```

The energy is defined as a real number, $E(g)=\operatorname{Re}\operatorname{tr}(hg)$.

```lean
/-- The one-body energy, the real part of `tr (h g)`. -/
def energy (h g : Matrix n n ℂ) : ℝ := (h * g).trace.re
```

Let $U$ be the unitary matrix of eigenvectors. Its column $u_i$ is the orbital with eigenvalue $\varepsilon_i$, written `hh.eigenvalues i`, where `hh` is the hypothesis that $h$ is Hermitian.

```lean
/-- The unitary matrix whose columns are orthonormal eigenvectors of the hopping matrix. -/
def orbitalMatrix (hh : h.IsHermitian) : Matrix n n ℂ := hh.eigenvectorUnitary

/-- The `i`-th eigenvector of the hopping matrix. -/
def orbital (hh : h.IsHermitian) (i : n) : n → ℂ := fun k => orbitalMatrix hh k i
```

The occupation of an orbital is $n_i=\operatorname{Re}\langle u_i,g\,u_i\rangle$.

```lean
/-- The occupation of the `i`-th orbital in the density matrix `g`. -/
def occupation (hh : h.IsHermitian) (g : Matrix n n ℂ) (i : n) : ℝ :=
  (star (orbital hh i) ⬝ᵥ g *ᵥ orbital hh i).re
```

The claimed minimum is $E_-=\sum_{\varepsilon_i<0}\varepsilon_i$. Degenerate levels count once per orbital, and the sum is zero if no eigenvalue is negative.

```lean
/-- The sum of the negative eigenvalues of the hopping matrix, with multiplicity. -/
def negativeSum (hh : h.IsHermitian) : ℝ :=
  ∑ i with hh.eigenvalues i < 0, hh.eigenvalues i
```

The candidate minimiser is $P=UDU^\dagger$, where the diagonal matrix $D$ has entry 1 if $\varepsilon_i<0$ and 0 otherwise. Zero modes are therefore empty in $P$.

```lean
/-- The diagonal matrix with entry one at negative eigenvalues and zero elsewhere. -/
def filling (hh : h.IsHermitian) : Matrix n n ℂ :=
  diagonal fun i => if hh.eigenvalues i < 0 then 1 else 0

/-- The projector onto the span of the eigenvectors with negative eigenvalue. -/
def negativeProjector (hh : h.IsHermitian) : Matrix n n ℂ :=
  orbitalMatrix hh * filling hh * (orbitalMatrix hh)ᴴ
```

## Energy as a sum over occupations

The orbitals are orthonormal and complete: $U^\dagger U=UU^\dagger=1$. For square matrices the second identity follows from the first.

```lean
/-- The orbitals are orthonormal and complete. -/
theorem orbitalMatrix_unitary (hh : h.IsHermitian) :
    (orbitalMatrix hh)ᴴ * orbitalMatrix hh = 1 ∧
      orbitalMatrix hh * (orbitalMatrix hh)ᴴ = 1 := by
  have h1 : (orbitalMatrix hh)ᴴ * orbitalMatrix hh = 1 :=
    Matrix.mem_unitaryGroup_iff'.1 hh.eigenvectorUnitary.2
  exact ⟨h1, mul_eq_one_comm.1 h1⟩
```

Since $h$ and $g$ are Hermitian, $\overline{\operatorname{tr}(hg)}=\operatorname{tr}\big((hg)^\dagger\big)=\operatorname{tr}(gh)=\operatorname{tr}(hg)$. The trace is real, and taking its real part loses nothing.

```lean
/-- For a Hermitian hopping matrix and a density matrix, `tr (h g)` is real. -/
theorem trace_eq_energy (hh : h.IsHermitian) (hg : IsOneBodyDensity g) :
    (h * g).trace = (energy h g : ℂ) := by
  refine (Complex.conj_eq_iff_re.1 ?_).symm
  change star (h * g).trace = (h * g).trace
  rw [← Matrix.trace_conjTranspose, Matrix.conjTranspose_mul, hh.eq,
    hg.nonneg.isHermitian.eq, Matrix.trace_mul_comm]
```

Let $\Lambda$ be the diagonal matrix of the $\varepsilon_i$. The eigenvalue equations read $hU=U\Lambda$, so $h=U\Lambda U^\dagger$ and

$$\operatorname{tr}(hg)=\operatorname{tr}(\Lambda U^\dagger gU)=\sum_i\varepsilon_i\langle u_i,g\,u_i\rangle .$$

Taking real parts gives $E(g)=\sum_i\varepsilon_i n_i$. In the proof, `hE` is the matrix eigenvalue equation, `hs` inserts $UU^\dagger=1$, and `hd` reads off the diagonal entries.

```lean
/-- The energy is the sum over orbitals of eigenvalue times occupation. -/
theorem energy_eq_sum (hh : h.IsHermitian) (g : Matrix n n ℂ) :
    energy h g = ∑ i, hh.eigenvalues i * occupation hh g i := by
  -- the eigenvalue equation for all orbitals at once
  have hE : h * orbitalMatrix hh =
      orbitalMatrix hh * diagonal (fun i => (hh.eigenvalues i : ℂ)) := by
    ext i j
    have e := congrFun (hh.mulVec_eigenvectorBasis j) i
    rw [Matrix.mul_diagonal, mul_comm]
    simpa [Matrix.mulVec, dotProduct, Matrix.mul_apply, orbitalMatrix,
      Matrix.IsHermitian.eigenvectorUnitary_apply] using e
  have hs : h * g = orbitalMatrix hh *
      (diagonal (fun i => (hh.eigenvalues i : ℂ)) * (orbitalMatrix hh)ᴴ * g) := by
    calc h * g = h * (orbitalMatrix hh * (orbitalMatrix hh)ᴴ) * g := by
          rw [(orbitalMatrix_unitary hh).2, Matrix.mul_one]
      _ = (h * orbitalMatrix hh) * (orbitalMatrix hh)ᴴ * g := by
          simp only [Matrix.mul_assoc]
      _ = _ := by rw [hE]; simp only [Matrix.mul_assoc]
  have hd : ∀ i, (diagonal (fun i => (hh.eigenvalues i : ℂ)) * (orbitalMatrix hh)ᴴ * g *
      orbitalMatrix hh) i i =
      (hh.eigenvalues i : ℂ) * (star (orbital hh i) ⬝ᵥ g *ᵥ orbital hh i) := by
    intro i
    rw [Matrix.mul_assoc, Matrix.mul_assoc, Matrix.diagonal_mul]
    rfl
  -- cyclicity of the trace moves the density matrix to the orbital basis
  unfold energy
  rw [hs, Matrix.trace_mul_comm]
  simp only [Matrix.trace, Matrix.diag_apply, Complex.re_sum, hd, Complex.re_ofReal_mul,
    occupation]
```

## Occupations between zero and one

Because $\langle u_i,u_i\rangle=1$, the occupation of $u_i$ in $1-g$ is $1-n_i$.

```lean
/-- Particles and holes: the occupation in `1 - g` is one minus the occupation in `g`. -/
theorem occupation_hole (hh : h.IsHermitian) (g : Matrix n n ℂ) (i : n) :
    occupation hh (1 - g) i = 1 - occupation hh g i := by
  have e : star (orbital hh i) ⬝ᵥ orbital hh i = 1 := by
    have e := congrFun (congrFun (orbitalMatrix_unitary hh).1 i) i
    rw [Matrix.one_apply_eq] at e
    exact e
  unfold occupation
  rw [Matrix.sub_mulVec, Matrix.one_mulVec, dotProduct_sub, e, Complex.sub_re, Complex.one_re]
```

Positivity of $g$ gives $n_i\ge0$, and positivity of $1-g$ gives $1-n_i\ge0$.

```lean
/-- In a one-body density matrix, the occupation of each eigenvector `orbital hh i` lies between
zero and one. -/
theorem occupation_mem (hh : h.IsHermitian) (hg : IsOneBodyDensity g) (i : n) :
    0 ≤ occupation hh g i ∧ occupation hh g i ≤ 1 := by
  have a : 0 ≤ occupation hh g i :=
    (Complex.le_def.1 (hg.nonneg.dotProduct_mulVec_nonneg (orbital hh i))).1
  have b : 0 ≤ occupation hh (1 - g) i :=
    (Complex.le_def.1 (hg.le_one.dotProduct_mulVec_nonneg (orbital hh i))).1
  rw [occupation_hole] at b
  exact ⟨a, by linarith⟩
```

The extreme values say more. Write a positive semidefinite $g$ as $B^\dagger B$. Then $\langle u_i,g\,u_i\rangle=\lVert Bu_i\rVert^2$, so zero occupation forces $Bu_i=0$ and hence $g\,u_i=0$. The converse is immediate.

```lean
/-- An orbital has zero occupation in a positive semidefinite matrix exactly when the matrix
annihilates it. -/
theorem occupation_eq_zero_iff (hh : h.IsHermitian) (hg : g.PosSemidef) (i : n) :
    occupation hh g i = 0 ↔ g *ᵥ orbital hh i = 0 := by
  constructor
  · intro h0
    have him := (Complex.le_def.1 (hg.dotProduct_mulVec_nonneg (orbital hh i))).2
    exact (hg.dotProduct_mulVec_zero_iff _).1 (Complex.ext h0 him.symm)
  · intro h0
    simp [occupation, h0]
```

## When the energy equals the negative sum

For each orbital,

$$\varepsilon_i n_i\ \ge\ \begin{cases}\varepsilon_i & \varepsilon_i<0,\\ 0 & \varepsilon_i\ge0,\end{cases}$$

because $n_i\le1$ in the first case and $n_i\ge0$ in the second. The right-hand sides add up to $E_-$. If the two sums are equal, every term must be equal, so $n_i=1$ for $\varepsilon_i<0$ and $n_i=0$ for $\varepsilon_i>0$. A zero mode contributes nothing, and its occupation can take any value between 0 and 1.

The preceding lemma turns $n_i=0$ into $g\,u_i=0$. Applied to $1-g$, it turns $n_i=1$ into $g\,u_i=u_i$. In the code these are the inequality `hle`, the equivalence `hone` and a case split on the sign of $\varepsilon_i$.

```lean
/-- For a one-body density matrix `g`, the energy equals the sum of the negative eigenvalues of the
hopping matrix exactly when `g` fixes every orbital of negative eigenvalue and annihilates every
orbital of positive eigenvalue. -/
theorem energy_eq_iff (hh : h.IsHermitian) (hg : IsOneBodyDensity g) :
    energy h g = negativeSum hh ↔ ∀ i,
      (hh.eigenvalues i < 0 → g *ᵥ orbital hh i = orbital hh i) ∧
      (0 < hh.eigenvalues i → g *ᵥ orbital hh i = 0) := by
  have hle : ∀ i ∈ Finset.univ, (if hh.eigenvalues i < 0 then hh.eigenvalues i else 0) ≤
      hh.eigenvalues i * occupation hh g i := by
    intro i _
    obtain ⟨a, b⟩ := occupation_mem hh hg i
    split_ifs with hi
    · nlinarith
    · exact mul_nonneg (not_lt.1 hi) a
  have hone : ∀ i, occupation hh g i = 1 ↔ g *ᵥ orbital hh i = orbital hh i := by
    intro i
    have e := occupation_eq_zero_iff hh hg.le_one i
    rw [occupation_hole, Matrix.sub_mulVec, Matrix.one_mulVec, sub_eq_zero, sub_eq_zero] at e
    exact ⟨fun k => (e.1 k.symm).symm, fun k => (e.2 k.symm).symm⟩
  -- equal sums of ordered terms force equality orbital by orbital
  rw [energy_eq_sum hh, negativeSum, Finset.sum_filter, eq_comm,
    Finset.sum_eq_sum_iff_of_le hle]
  simp only [Finset.mem_univ, true_imp_iff]
  refine forall_congr' fun i => ?_
  rw [← hone, ← occupation_eq_zero_iff hh hg.nonneg]
  rcases lt_trichotomy (hh.eigenvalues i) 0 with hi | hi | hi
  · simp only [hi, if_true, true_imp_iff, not_lt_of_ge hi.le, false_imp_iff, and_true]
    exact ⟨fun k => mul_left_cancel₀ hi.ne (by linarith), fun k => by rw [k, mul_one]⟩
  · simp [hi]
  · simp only [hi, not_lt_of_ge hi.le, if_false, true_imp_iff, false_imp_iff, true_and]
    exact ⟨fun k => (mul_eq_zero.1 k.symm).resolve_left hi.ne', fun k => by rw [k, mul_zero]⟩
```

## The projector attains the minimum

From $D^\dagger=D=D^2$ and $U^\dagger U=1$ it follows that $P^\dagger=P=P^2$. Hence $P=P^\dagger P\ge0$, and likewise $1-P=(1-P)^\dagger(1-P)\ge0$, so $P$ is admissible.

```lean
/-- The projector onto the negative-eigenvalue orbitals is a one-body density matrix. -/
theorem negativeProjector_density (hh : h.IsHermitian) :
    IsOneBodyDensity (negativeProjector hh) := by
  have hD : (filling hh)ᴴ = filling hh := by
    unfold filling
    rw [Matrix.diagonal_conjTranspose]
    congr 1
    funext i
    rw [Pi.star_apply]
    split_ifs <;> simp
  have hDD : filling hh * filling hh = filling hh := by
    unfold filling
    rw [Matrix.diagonal_mul_diagonal]
    congr 1
    funext i
    split_ifs <;> simp
  have hP : (negativeProjector hh)ᴴ = negativeProjector hh := by
    simp only [negativeProjector, Matrix.conjTranspose_mul, Matrix.conjTranspose_conjTranspose,
      hD, Matrix.mul_assoc]
  have hPP : negativeProjector hh * negativeProjector hh = negativeProjector hh := by
    unfold negativeProjector
    calc _ = orbitalMatrix hh * filling hh * ((orbitalMatrix hh)ᴴ * orbitalMatrix hh) *
          filling hh * (orbitalMatrix hh)ᴴ := by simp only [Matrix.mul_assoc]
      _ = orbitalMatrix hh * (filling hh * filling hh) * (orbitalMatrix hh)ᴴ := by
          rw [(orbitalMatrix_unitary hh).1, Matrix.mul_one]; simp only [Matrix.mul_assoc]
      _ = _ := by rw [hDD]
  -- a Hermitian idempotent has the form A†A, and so does its complement
  constructor
  · have k := Matrix.posSemidef_conjTranspose_mul_self (negativeProjector hh)
    rwa [hP, hPP] at k
  · have k := Matrix.posSemidef_conjTranspose_mul_self (1 - negativeProjector hh)
    have e : (1 - negativeProjector hh) * (1 - negativeProjector hh) =
        1 - negativeProjector hh := by
      rw [Matrix.sub_mul, Matrix.one_mul, Matrix.mul_sub, hPP, Matrix.mul_one, sub_self, sub_zero]
    rwa [Matrix.conjTranspose_sub, Matrix.conjTranspose_one, hP, e] at k
```

Multiplying by $U$ gives $PU=UD$. Column $j$ of this equation says that $Pu_j=u_j$ if $\varepsilon_j<0$ and $Pu_j=0$ otherwise.

```lean
/-- The projector keeps orbitals of negative eigenvalue and annihilates all others. -/
theorem negativeProjector_orbital (hh : h.IsHermitian) (j : n) :
    negativeProjector hh *ᵥ orbital hh j =
      if hh.eigenvalues j < 0 then orbital hh j else 0 := by
  have e : negativeProjector hh * orbitalMatrix hh = orbitalMatrix hh * filling hh := by
    unfold negativeProjector
    rw [Matrix.mul_assoc, (orbitalMatrix_unitary hh).1, Matrix.mul_one]
  funext k
  have ek := congrFun (congrFun e k) j
  rw [filling, Matrix.mul_diagonal] at ek
  refine Eq.trans ek ?_
  split_ifs <;> simp [orbital]
```

Summing the termwise inequality gives $E(g)\ge E_-$ for every admissible $g$. The projector satisfies the equality condition, so $E(P)=E_-$. Since $P$ is admissible, as shown above, $E_-$ is the minimum. The final theorem states both parts for any Hermitian $h$ of finite size. If $H$ also has an interaction term, the energy is $\operatorname{tr}(hg)$ plus the expectation value of that term, and the theorem bounds only the first part.

```lean
/-- One-body density-matrix bound: the sum of the negative eigenvalues of `h` is a lower bound on
the energy of every one-body density matrix, and the energy of the negative-eigenvalue projector
equals this sum. -/
theorem density_matrix_bound (hh : h.IsHermitian) :
    (∀ g, IsOneBodyDensity g → negativeSum hh ≤ energy h g) ∧
      energy h (negativeProjector hh) = negativeSum hh := by
  constructor
  · intro g hg
    rw [energy_eq_sum hh, negativeSum, Finset.sum_filter]
    refine Finset.sum_le_sum fun i _ => ?_
    obtain ⟨a, b⟩ := occupation_mem hh hg i
    split_ifs with hi
    · nlinarith
    · exact mul_nonneg (not_lt.1 hi) a
  · refine (energy_eq_iff hh (negativeProjector_density hh)).2 fun i => ⟨fun hi => ?_, fun hi => ?_⟩
    · rw [negativeProjector_orbital, if_pos hi]
    · rw [negativeProjector_orbital, if_neg (not_lt_of_ge hi.le)]

end

end OneBodyDensityBound
```

```lean
#print axioms OneBodyDensityBound.trace_eq_energy
#print axioms OneBodyDensityBound.density_matrix_bound
```

```
'OneBodyDensityBound.trace_eq_energy' depends on axioms: [propext, Classical.choice, Quot.sound]
'OneBodyDensityBound.density_matrix_bound' depends on axioms: [propext, Classical.choice, Quot.sound]
```
